# Site entropy of a doubly occupied two-site orbital: twice the binary entropy of $\cos^2 x$

Let $a$ and $b$ be orthonormal orbitals in a complex inner product space, let $\varphi_x=\cos(x)\,a+\sin(x)\,b$ hold one electron of each spin, and let $p=\cos^2 x$ be the probability of finding an electron of $\varphi_x$ in $a$. The site entropy of $a$ is the Shannon entropy, with natural logarithms and $0\ln 0=0$, of the four probabilities that $a$ is empty, spin-up, spin-down or doubly occupied.

In Lean 4 with Mathlib:

```lean
import Mathlib

open Real

namespace DeterminantOrbitalEntropy

noncomputable section

variable {E : Type*} [NormedAddCommGroup E] [InnerProductSpace ℂ E]

/-- The orbital `cos(x) a + sin(x) b` built from two site orbitals. -/
def orbital (a b : E) (x : ℝ) : E :=
  ((Real.cos x : ℝ) : ℂ) • a + ((Real.sin x : ℝ) : ℂ) • b

/-- Overlap of the spin orbital `f` with spin `σ` and the spin orbital `φ` with spin `τ`;
`true` is spin up and `false` is spin down. -/
def overlap (f : E) (σ : Bool) (φ : E) (τ : Bool) : ℂ :=
  if σ = τ then inner ℂ f φ else 0

/-- Amplitude of the configuration with electrons in `f σ` and `g τ` in the Slater determinant
that occupies `φ` with both spins: the determinant of the spin-orbital overlaps. -/
def amplitude (φ f : E) (σ : Bool) (g : E) (τ : Bool) : ℂ :=
  Matrix.det !![overlap f σ φ true, overlap f σ φ false;
                overlap g τ φ true, overlap g τ φ false]

/-- Squared modulus of the amplitude of a two-electron configuration. -/
def weight (φ f : E) (σ : Bool) (g : E) (τ : Bool) : ℝ :=
  ‖amplitude φ f σ g τ‖ ^ 2

/-- Probabilities that site `a` is empty, spin-up, spin-down or doubly occupied, for orthonormal
`a`, `b` and a doubly occupied unit vector `φ` in their span: sums over the six two-electron
configurations. -/
def siteProb (a b φ : E) : Fin 4 → ℝ :=
  ![weight φ b true b false,
    weight φ a true b true + weight φ a true b false,
    weight φ a false b true + weight φ a false b false,
    weight φ a true a false]

/-- Sum of `-t ln t` over the four numbers of `siteProb`. For orthonormal `a`, `b` and a unit vector
`φ` in their span, it is the Shannon entropy of the occupation of site `a`, in natural units. -/
def siteEntropy (a b φ : E) : ℝ :=
  ∑ i, Real.negMulLog (siteProb a b φ i)

/-- In a doubly occupied orbital, configurations with equal spins have weight zero, and those with
opposite spins have the product of the two squared overlaps as weight. -/
theorem weight_eq (φ f : E) (σ : Bool) (g : E) (τ : Bool) :
    weight φ f σ g τ =
      if σ = τ then 0 else ‖inner ℂ f φ‖ ^ 2 * ‖inner ℂ g φ‖ ^ 2 := by
  cases σ <;> cases τ <;>
    simp [weight, amplitude, overlap, Matrix.det_fin_two, mul_pow]

/-- For orthonormal `a`, `b`, the orbitals at angles `y` and `x` have overlap `cos(x - y)`. -/
theorem inner_orbital {a b : E} (ha : ‖a‖ = 1) (hb : ‖b‖ = 1) (hab : inner ℂ a b = 0)
    (y x : ℝ) :
    inner ℂ (orbital a b y) (orbital a b x) = ((Real.cos (x - y) : ℝ) : ℂ) := by
  have haa : inner ℂ a a = (1 : ℂ) := by
    rw [inner_self_eq_norm_sq_to_K, ha]; simp
  have hbb : inner ℂ b b = (1 : ℂ) := by
    rw [inner_self_eq_norm_sq_to_K, hb]; simp
  have hba : inner ℂ b a = (0 : ℂ) := by
    rw [← inner_conj_symm, hab, map_zero]
  simp only [orbital, inner_add_left, inner_add_right, inner_smul_left, inner_smul_right,
    haa, hbb, hab, hba, Complex.conj_ofReal, Real.cos_sub]
  push_cast
  ring

/-- Let `a`, `b` be orthonormal and the orbital at angle `x` doubly occupied. The rotated site
orbital at angle `y` has the four probabilities `(1-p)²`, `p(1-p)`, `p(1-p)`, `p²` with
`p = cos(x - y)²`. -/
theorem siteProb_rotated {a b : E} (ha : ‖a‖ = 1) (hb : ‖b‖ = 1) (hab : inner ℂ a b = 0)
    (y x : ℝ) :
    siteProb (orbital a b y) (orbital a b (y + π / 2)) (orbital a b x) =
      ![(1 - Real.cos (x - y) ^ 2) ^ 2,
        Real.cos (x - y) ^ 2 * (1 - Real.cos (x - y) ^ 2),
        Real.cos (x - y) ^ 2 * (1 - Real.cos (x - y) ^ 2),
        (Real.cos (x - y) ^ 2) ^ 2] := by
  -- squared overlaps of the occupied orbital with the two measured orbitals
  have hp : ‖inner ℂ (orbital a b y) (orbital a b x)‖ ^ 2 = Real.cos (x - y) ^ 2 := by
    rw [inner_orbital ha hb hab, Complex.norm_real, Real.norm_eq_abs, sq_abs]
  have hq : ‖inner ℂ (orbital a b (y + π / 2)) (orbital a b x)‖ ^ 2
      = 1 - Real.cos (x - y) ^ 2 := by
    rw [inner_orbital ha hb hab, Complex.norm_real, Real.norm_eq_abs, sq_abs,
      show x - (y + π / 2) = (x - y) - π / 2 by ring, Real.cos_sub_pi_div_two, Real.sin_sq]
  generalize Real.cos (x - y) ^ 2 = p at hp hq ⊢
  simp only [siteProb, weight_eq, hp, hq, reduceCtorEq, if_true, if_false, zero_add, add_zero]
  simp only [sq]

/-- For orthonormal `a`, `b` and the orbital at angle `x` doubly occupied, the entropy of the
rotated site orbital at angle `y` is twice the binary entropy of `cos(x - y)²`. -/
theorem siteEntropy_rotated {a b : E} (ha : ‖a‖ = 1) (hb : ‖b‖ = 1) (hab : inner ℂ a b = 0)
    (y x : ℝ) :
    siteEntropy (orbital a b y) (orbital a b (y + π / 2)) (orbital a b x) =
      2 * Real.binEntropy (Real.cos (x - y) ^ 2) := by
  rw [siteEntropy, siteProb_rotated ha hb hab, Fin.sum_univ_four,
    Real.binEntropy_eq_negMulLog_add_negMulLog_one_sub]
  generalize Real.cos (x - y) ^ 2 = p
  change Real.negMulLog ((1 - p) ^ 2) + Real.negMulLog (p * (1 - p))
    + Real.negMulLog (p * (1 - p)) + Real.negMulLog (p ^ 2) = _
  -- the product rule for `-t ln t` separates the two spins
  simp only [sq, Real.negMulLog_mul]
  ring

/-- Let `a`, `b` be orthonormal, `cos(x) a + sin(x) b` doubly occupied and `p = cos(x)²`. Site `a`
has probabilities `(1-p)²`, `p(1-p)`, `p(1-p)`, `p²`; their entropy is twice the binary entropy
of `p`, is zero exactly when `p` is 0 or 1, and is `ln 4` exactly when `p = 1/2`. -/
theorem determinant_site_entropy {a b : E} (ha : ‖a‖ = 1) (hb : ‖b‖ = 1)
    (hab : inner ℂ a b = 0) (x p : ℝ) (hp : p = Real.cos x ^ 2) :
    siteProb a b (orbital a b x) = ![(1 - p) ^ 2, p * (1 - p), p * (1 - p), p ^ 2] ∧
    siteEntropy a b (orbital a b x) = 2 * Real.binEntropy p ∧
    (siteEntropy a b (orbital a b x) = 0 ↔ p = 0 ∨ p = 1) ∧
    (siteEntropy a b (orbital a b x) = Real.log 4 ↔ p = 1 / 2) := by
  -- the sites themselves are the orbitals at angles 0 and π/2
  have h0 : orbital a b 0 = a := by simp [orbital]
  have h1 : orbital a b (π / 2) = b := by simp [orbital]
  have hP := siteProb_rotated ha hb hab 0 x
  have hS := siteEntropy_rotated ha hb hab 0 x
  rw [zero_add, h0, h1, sub_zero, ← hp] at hP hS
  have h4 : Real.log 4 = 2 * Real.log 2 := by
    rw [show (4 : ℝ) = 2 ^ 2 by norm_num, Real.log_pow]; norm_num
  refine ⟨hP, hS, ?_, ?_⟩
  · rw [hS, ← Real.binEntropy_eq_zero]
    constructor <;> intro h <;> linarith
  · rw [hS, h4, one_div, ← Real.binEntropy_eq_log_two]
    constructor <;> intro h <;> linarith

/-- For orthonormal `a`, `b`, one and the same determinant has entropy zero when the measured
orbital is the occupied one, and entropy `ln 4` when the measured pair is turned from it
by `π/4`. -/
theorem same_determinant_zero_and_log_four {a b : E} (ha : ‖a‖ = 1) (hb : ‖b‖ = 1)
    (hab : inner ℂ a b = 0) (x : ℝ) :
    siteEntropy (orbital a b x) (orbital a b (x + π / 2)) (orbital a b x) = 0 ∧
    siteEntropy (orbital a b (x - π / 4)) (orbital a b (x + π / 4)) (orbital a b x)
      = Real.log 4 := by
  constructor
  · rw [siteEntropy_rotated ha hb hab, sub_self, Real.cos_zero, one_pow,
      Real.binEntropy_eq_zero.mpr (Or.inr rfl), mul_zero]
  · have hc : Real.cos (π / 4) ^ 2 = 2⁻¹ := by
      rw [Real.cos_pi_div_four, div_pow, Real.sq_sqrt (by norm_num)]; norm_num
    rw [show x + π / 4 = (x - π / 4) + π / 2 by ring, siteEntropy_rotated ha hb hab,
      show x - (x - π / 4) = π / 4 by ring, hc, Real.binEntropy_eq_log_two.mpr rfl,
      show (4 : ℝ) = 2 ^ 2 by norm_num, Real.log_pow]
    norm_num

end

end DeterminantOrbitalEntropy
```

```lean
#print axioms DeterminantOrbitalEntropy.siteEntropy_rotated
#print axioms DeterminantOrbitalEntropy.determinant_site_entropy
#print axioms DeterminantOrbitalEntropy.same_determinant_zero_and_log_four
```

```
'DeterminantOrbitalEntropy.siteEntropy_rotated' depends on axioms: [propext, Classical.choice, Quot.sound]
'DeterminantOrbitalEntropy.determinant_site_entropy' depends on axioms: [propext, Classical.choice, Quot.sound]
'DeterminantOrbitalEntropy.same_determinant_zero_and_log_four' depends on axioms: [propext, Classical.choice, Quot.sound]
```

## Four probabilities and the two extreme entropies

The main theorem, `determinant_site_entropy`, assumes that $a$ and $b$ have norm 1 and are orthogonal (`ha`, `hb`, `hab`). The angle $x$ is any real number, and `hp` only gives $\cos^2 x$ the name $p$. There are four conclusions:

- Site $a$ is empty, spin-up, spin-down or doubly occupied with probabilities $(1-p)^2$, $p(1-p)$, $p(1-p)$ and $p^2$, in this order.
- The entropy of these numbers is $2s(p)$, where $s(p)=-p\ln p-(1-p)\ln(1-p)$ is the binary entropy, `Real.binEntropy` in the file.
- The entropy is zero exactly when $p=0$ or $p=1$, that is, when the occupied orbital is one of the two sites up to sign.
- The entropy is $\ln 4$ exactly when $p=1/2$, that is, when the orbital is shared equally.

No set of four probabilities has an entropy above $\ln 4$, a general property of Shannon entropy that serves here only to interpret the number. In this sense a single determinant can look maximally correlated.

The theorem `same_determinant_zero_and_log_four` keeps the determinant fixed and changes the measured orbitals. If the measured orbital is $\varphi_x$ itself, the entropy is 0. If the measured pair is $\varphi_{x-\pi/4}$ and $\varphi_{x+\pi/4}$, it is $\ln 4$. For two electrons in one orbital spanned by two sites, an orbital entropy used as a multireference diagnostic therefore depends on the orbital basis even when the wavefunction is one determinant.

## From the Slater determinant to the occupation of a site

The probabilities are obtained from the wavefunction. Spin is a Boolean, with `true` for up and `false` for down. The function `overlap` gives $\langle f|\varphi\rangle$ when the two spins agree and 0 otherwise. For electrons in the spin orbitals $f\sigma$ and $g\tau$, `amplitude` is the $2\times2$ determinant of overlaps with $\varphi\uparrow$ and $\varphi\downarrow$, and `weight` is its squared modulus.

Two electrons on two sites have six configurations. One leaves $a$ empty, one fills it doubly, two put a single spin-up electron there and two a single spin-down electron. `siteProb` adds the weights accordingly. Its definition accepts any three vectors, and for arbitrary ones the numbers need not add up to 1 or describe the occupation of a site. They are the occupation probabilities in the situation of the theorems, where the measured orbitals are orthonormal and the occupied orbital is a unit vector in their span.

The two sites may belong to a larger space $E$ of any dimension. The coefficients of the occupied orbital are real. In the main theorem this costs no generality, because the phase factors of complex coefficients can be absorbed into $a$ and $b$ without changing any weight. Any other orthonormal pair with the same span, also one obtained by a rotation with complex coefficients, can itself be taken as $a$ and $b$ in the main theorem. Determinants with more than two electrons are not treated. The entropy is defined from occupation probabilities and not from a reduced density matrix.

## Independent spins make the entropy additive

**Weights.** If both electrons have the same spin, one column of the overlap determinant is zero, and so is the amplitude. If the spins are opposite, one product survives, and the amplitude is $\pm\langle f|\varphi\rangle\langle g|\varphi\rangle$. The weight is then
$$|\langle f|\varphi\rangle|^2\,|\langle g|\varphi\rangle|^2 .$$
This is `weight_eq`. Its proof goes through the four spin combinations with `cases` and expands the determinant in each.

**Overlaps.** Because $a$ and $b$ are orthonormal,
$$\langle\varphi_y|\varphi_x\rangle=\cos y\cos x+\sin y\sin x=\cos(x-y).$$
In `inner_orbital`, the facts `haa`, `hbb`, `hab` and `hba` supply the four inner products of $a$ and $b$. The `simp only` step expands both sides, and `ring` compares them.

**Probabilities.** Let the measured pair be $\varphi_y$ and $\varphi_{y+\pi/2}$, which is again orthonormal. Now write $p=\cos^2(x-y)$. The squared overlaps of $\varphi_x$ with the pair are $p$ and
$$\cos^2(x-y-\pi/2)=\sin^2(x-y)=1-p .$$
Putting them into the weights gives
$$\begin{aligned}
P_{\text{empty}}&=(1-p)^2, & P_{\uparrow}&=0+p(1-p),\\
P_{\downarrow}&=(1-p)p+0, & P_{\text{double}}&=p^2 .
\end{aligned}$$
They add up to $\big((1-p)+p\big)^2=1$. In `siteProb_rotated` the two squared overlaps are the facts `hp` and `hq`. The cosine squared is then replaced by a plain variable $p$, since nothing further about the angle is needed.

**Entropy.** Put $\eta(t)=-t\ln t$, which is `Real.negMulLog`. It obeys the product rule
$$\eta(tu)=u\,\eta(t)+t\,\eta(u),$$
also when $t$ or $u$ is zero. With $q=1-p$ the three kinds of term are
$$\eta(q^2)=2q\,\eta(q),\qquad 2\eta(pq)=2q\,\eta(p)+2p\,\eta(q),\qquad \eta(p^2)=2p\,\eta(p).$$
Their sum is
$$2(p+q)\big(\eta(p)+\eta(q)\big)=2\big(\eta(p)+\eta(q)\big)=2s(p).$$
The physical content is that the two spins occupy the site independently, each with probability $p$, so their entropies add. In `siteEntropy_rotated`, `Real.negMulLog_mul` is the product rule, and `ring` collects the terms.

**Extreme values.** For $0\le p\le1$ both terms of $s(p)$ are non-negative, and they vanish together only at $p=0$ and $p=1$. In between, $s'(p)=\ln\frac{1-p}{p}$ is positive below $1/2$ and negative above it. The value $s(1/2)=\ln 2$ is therefore reached only there. Since $\ln4=2\ln2$, the condition $2s(p)=\ln4$ means $p=1/2$.

The main theorem takes $y=0$, where the measured pair is $a$ and $b$ themselves (`h0` and `h1`). The two equivalences come from Mathlib's `Real.binEntropy_eq_zero` and `Real.binEntropy_eq_log_two`, with `linarith` removing the factor 2. The last theorem inserts two other angles into `siteEntropy_rotated`: $y=x$ gives $p=1$ and entropy 0, while $y=x-\pi/4$ gives $p=\cos^2(\pi/4)=1/2$ and entropy $\ln4$.

## Minimal-basis H₂ in two orbital bases

In a calculation, the four probabilities of an orbital can be read from density matrices. Let $n_\uparrow$ and $n_\downarrow$ be its spin occupations and $d=\langle \hat n_\uparrow \hat n_\downarrow\rangle$ its double occupancy, where $\hat n_\uparrow$ and $\hat n_\downarrow$ are the number operators. Then
$$P_{\text{empty}}=1-n_\uparrow-n_\downarrow+d,\quad P_\uparrow=n_\uparrow-d,\quad P_\downarrow=n_\downarrow-d,\quad P_{\text{double}}=d .$$
For the determinant treated here, $n_\uparrow=n_\downarrow=p$ and $d=p^2$, which reproduces the probabilities above.

Take H₂ with one 1s function per atom and the bonding orbital doubly occupied. After symmetric orthogonalisation of the two atomic functions, the bonding orbital is $(a+b)/\sqrt2$ at every bond length. Thus $n_\uparrow=n_\downarrow=1/2$ and $d=1/4$, all four probabilities are $1/4$, and each site has entropy $\ln4\approx1.386$. If the same determinant is analysed in the bonding and antibonding orbitals, the bonding orbital has $n_\uparrow=n_\downarrow=d=1$ and entropy 0.

A polar two-electron bond lies between these cases. With $p=0.8$ on one site, the probabilities are $0.04$, $0.16$, $0.16$ and $0.64$, and the entropy is about $1.00$, although the wavefunction is still one determinant.
